# Pinning of a Defect Level at the Zero of a Finite Host Green Function

First-order perturbation theory moves an energy level in proportion to the strength \(U\) of a defect potential. A nondegenerate host level \(a\) with weight \(w\) on the defect orbital goes to \(a+Uw\), and for large \(U\) this estimate passes the next host level and keeps rising. Someone who trusts it, and then finds a gap level in a supercell calculation that hardly responds to a stronger potential, may suspect that the calculation has failed. In a non-interacting model where the defect potential acts on a single orbital, and where each of finitely many host states has some weight on that orbital, such saturation is the correct behaviour: the level stays in its gap and converges to an energy fixed by the host levels and these weights.

## The level equation in a gap

Let the host have finitely many levels \(e_i\), with weights \(w_i>0\) on the defect orbital. The host Green function at the defect is

\[
G(E)=\sum_i \frac{w_i}{E-e_i}.
\]

Let \(a<b\) be two host levels with no host level strictly between them. The interval \((a,b)\) is called a gap, whether it is the band gap or a small spacing inside a band.

The level equation comes from the Hamiltonian \(H=\mathrm{diag}(e)+U|v\rangle\langle v|\) where \(v\) is the defect orbital in the basis of host states and \(w_i=|v_i|^2\). If \(H\psi=E\psi\) and \(E\) is not a host level, then \(\psi_i=U v_i\langle v|\psi\rangle/(E-e_i)\). Here \(\langle v|\psi\rangle\neq0\), since otherwise \(\psi=0\). Multiplying by \(v_i^*\), summing and dividing by \(\langle v|\psi\rangle\) gives

\[
U\,G(E)=1 .
\]

Conversely, if \(E\) is not a host level and \(U\,G(E)=1\), then the nonzero vector \(\psi_i=v_i/(E-e_i)\) satisfies \(H\psi=E\psi\), so every such solution is a level. The formal development begins at this equation and contains no Hamiltonian.

The claim is that for each \(U\neq0\) the equation has exactly one solution \(E_U\) in \((a,b)\), that \(G\) has exactly one zero \(E_0\) there, and that \(E_U\to E_0\) as \(U\to\infty\).

## Every value of G is taken once

For \(x,y\in(a,b)\), subtracting the fractions term by term gives the resolvent identity

\[
G(x)-G(y)=(y-x)\,S,\qquad S=\sum_i\frac{w_i}{(x-e_i)(y-e_i)} .
\]

Both \(x\) and \(y\) lie above \(e_i\) if \(e_i\le a\), and below it if \(e_i\ge b\). Each denominator is therefore positive, so \(S>0\), and \(G\) is strictly decreasing in the gap.

Next, \(G\) exceeds any given \(c\) near the lower edge. Choose \(i\) with \(e_i=a\), and set

\[
W=\sum_k w_k,\qquad d=\frac{b-a}{2},\qquad K=|c|+\frac Wd+1,\qquad t=\min\left(d,\frac{w_i}{K}\right).
\]

The energy \(E=a+t\) lies in the gap. Terms with \(e_k\le a\) are positive. If \(e_k\ge b\), then \(e_k-E\ge d\), and the term is at least \(-w_k/d\). Hence every \(w_k/(E-e_k)+w_k/d\) is nonnegative, and the sum of these quantities is at least its \(i\)-th member:

\[
G(E)+\frac Wd\ \ge\ \frac{w_i}{t}+\frac{w_i}{d}\ >\ K .
\]

So \(G(E)>|c|+1>c\).

For the upper edge, reflect the energies. The levels \(-e_i\) have the gap \((-b,-a)\), and their Green function \(\tilde G\) satisfies \(G(-z)=-\tilde G(z)\). A point \(z\) with \(\tilde G(z)>-c\) gives \(G(-z)<c\). Since \(G\) is continuous in the gap, the intermediate value theorem supplies a solution of \(G(E)=c\), and strict monotonicity allows only one. The choice \(c=1/U\) gives \(E_U\), and \(c=0\) gives \(E_0\).

## How close the level is to the zero

Suppose that any two host levels differ by at most \(D\). Because \(a\) and \(b\) are host levels, every energy in the gap is also within \(D\) of every \(e_k\). Therefore

\[
0<(E_U-e_k)(E_0-e_k)\le D^2 ,
\]

and the sum \(S\) for \(x=E_U\), \(y=E_0\) is at least \(W/D^2\). The resolvent identity reads \(1/U=(E_0-E_U)S\), so

\[
1=|U|\,|E_U-E_0|\,S\ \ge\ |U|\,|E_U-E_0|\,\frac{W}{D^2},
\qquad
|E_U-E_0|\le\frac{D^2}{|U|\,W}.
\]

The right-hand side tends to zero as \(U\to\infty\). If \(v\) is normalised, \(W=1\).

## Green function and gap in Lean

```lean
import Mathlib

open Set Filter Topology

namespace DeepLevelPinning

noncomputable section

variable {ι : Type*} [Fintype ι]
```

The index type `ι` labels the host states. Energies, weights and \(U\) are real numbers without units.

```lean
/-- The sum `∑ i, w i / (E - e i)`. At energies `E` different from every `e i` it is the host Green
function at the defect site, with weights `w i` and host levels `e i`. -/
def greenFn (w e : ι → ℝ) (E : ℝ) : ℝ := ∑ i, w i / (E - e i)
```

Lean's division by zero returns zero, so `greenFn` also has values at the host levels, but the theorems below evaluate it only inside a gap.

```lean
/-- The interval `(a, b)` is a gap of the host: `a < b` are host levels and no host level
lies strictly between them. -/
structure IsGap (e : ι → ℝ) (a b : ℝ) : Prop where
  lt : a < b
  left : ∃ i, e i = a
  right : ∃ i, e i = b
  empty : ∀ i, e i ≤ a ∨ b ≤ e i
```

The fields `left` and `right` make both edges host levels. The field `empty` says that every level is at or below `a`, or at or above `b`. Degenerate levels are allowed, and the smallest case is a host with two distinct levels.

## Monotonicity from the resolvent identity

```lean
variable {w e : ι → ℝ} {a b : ℝ}

omit [Fintype ι] in
/-- Two energies in the same gap lie on the same side of every host level. -/
theorem same_side (h : IsGap e a b) {x y : ℝ} (hx : x ∈ Ioo a b) (hy : y ∈ Ioo a b)
    (i : ι) : 0 < (x - e i) * (y - e i) := by
  rcases h.empty i with h1 | h1
  · exact mul_pos (by linarith [hx.1]) (by linarith [hy.1])
  · exact mul_pos_of_neg_of_neg (by linarith [hx.2]) (by linarith [hy.2])
```

The proof splits on `h.empty i`: the two factors are both positive or both negative.

```lean
/-- Resolvent identity for the Green function at two energies in the same gap. -/
theorem resolvent_identity (h : IsGap e a b) {x y : ℝ} (hx : x ∈ Ioo a b)
    (hy : y ∈ Ioo a b) : greenFn w e x - greenFn w e y
      = (y - x) * ∑ i, w i / ((x - e i) * (y - e i)) := by
  unfold greenFn
  rw [← Finset.sum_sub_distrib, Finset.mul_sum]
  refine Finset.sum_congr rfl fun i _ => ?_
  have hp := (same_side h hx hy i).ne'
  rw [div_sub_div _ _ (left_ne_zero_of_mul hp) (right_ne_zero_of_mul hp), ← mul_div_assoc]
  congr 1
  ring
```

The difference of sums is combined into one sum, and the fractions are subtracted term by term. The previous lemma guarantees nonzero denominators, and `ring` compares the numerators.

```lean
/-- For positive weights the Green function is strictly decreasing across a gap. -/
theorem greenFn_strictAntiOn (hw : ∀ i, 0 < w i) (h : IsGap e a b) :
    StrictAntiOn (greenFn w e) (Ioo a b) := by
  intro x hx y hy hxy
  obtain ⟨i, _⟩ := h.left
  have hS : 0 < ∑ i, w i / ((x - e i) * (y - e i)) :=
    Finset.sum_pos (fun i _ => div_pos (hw i) (same_side h hx hy i)) ⟨i, Finset.mem_univ i⟩
  have := resolvent_identity (w := w) h hx hy
  linarith [mul_pos (sub_pos.2 hxy) hS]
```

The hypothesis `hw` enters here: all weights are positive, which means that every listed host state has some amplitude on the defect orbital. States that symmetry keeps off this orbital have to be removed from the list first, and the gaps are those of the remaining levels. Here `hS` is the positivity of \(S\), and the edge level shows that the sum is not empty.

## Large values near the lower edge

```lean
/-- For positive weights the Green function exceeds any given value somewhere in the gap. -/
theorem exists_above (hw : ∀ i, 0 < w i) (h : IsGap e a b) (c : ℝ) :
    ∃ E ∈ Ioo a b, c < greenFn w e E := by
  obtain ⟨i, hi⟩ := h.left
  have hab := h.lt
  obtain ⟨d, hd⟩ : ∃ d, d = (b - a) / 2 := ⟨_, rfl⟩
  have hd0 : 0 < d := by linarith
  obtain ⟨K, hK⟩ : ∃ K, K = |c| + (∑ k, w k) / d + 1 := ⟨_, rfl⟩
  have hW : 0 ≤ (∑ k, w k) / d :=
    div_nonneg (Finset.sum_nonneg fun k _ => (hw k).le) hd0.le
  have hK0 : 0 < K := by linarith [abs_nonneg c]
  -- a distance t from the lower edge at which the edge term alone reaches K
  obtain ⟨t, ht0, htd, htK⟩ : ∃ t : ℝ, 0 < t ∧ t ≤ d ∧ t * K ≤ w i :=
    ⟨min d (w i / K), lt_min hd0 (div_pos (hw i) hK0), min_le_left _ _,
      (le_div_iff₀ hK0).1 (min_le_right _ _)⟩
  refine ⟨a + t, ⟨by linarith, by linarith⟩, ?_⟩
  -- every term of the Green function is at least -w k / d
  have term : ∀ k, 0 ≤ w k / (a + t - e k) + w k / d := by
    intro k
    have h0 : 0 < w k / d := div_pos (hw k) hd0
    rcases h.empty k with h1 | h1
    · have : 0 < w k / (a + t - e k) := div_pos (hw k) (by linarith)
      linarith
    · have h2 : w k / (e k - (a + t)) ≤ w k / d :=
        div_le_div_of_nonneg_left (hw k).le hd0 (by linarith)
      have h3 : w k / (a + t - e k) = -(w k / (e k - (a + t))) := by
        rw [← div_neg, neg_sub]
      linarith
  have key : w i / (a + t - e i) + w i / d ≤ ∑ k, (w k / (a + t - e k) + w k / d) :=
    Finset.single_le_sum (f := fun k => w k / (a + t - e k) + w k / d)
      (fun k _ => term k) (Finset.mem_univ i)
  have hsum : ∑ k, w k / d = (∑ k, w k) / d := by rw [Finset.sum_div]
  have hit : a + t - e i = t := by rw [hi]; ring
  rw [Finset.sum_add_distrib, hsum, hit] at key
  have hKt : K ≤ w i / t := by
    rw [le_div_iff₀ ht0]
    linarith
  have hid : 0 < w i / d := div_pos (hw i) hd0
  unfold greenFn
  linarith [le_abs_self c]
```

The names `d`, `K` and `t` have the same meaning as in the derivation. The bound `term` treats the levels below and above the gap separately. `key` keeps only the edge term of the nonnegative sum, and `hKt` states \(K\le w_i/t\). The last `linarith` combines these bounds into \(c<G(a+t)\).

## Exactly one energy for each value

```lean
/-- For positive weights the Green function takes every real value `c` at exactly one
energy in the gap. -/
theorem existsUnique_level (hw : ∀ i, 0 < w i) (h : IsGap e a b) (c : ℝ) :
    ∃! E, E ∈ Ioo a b ∧ greenFn w e E = c := by
  obtain ⟨y, hy, hcy⟩ := exists_above hw h c
  -- reflecting all energies turns the upper edge into a lower edge
  have h' : IsGap (fun i => -e i) (-b) (-a) :=
    ⟨neg_lt_neg h.lt, h.right.imp fun i hi => by rw [hi], h.left.imp fun i hi => by rw [hi],
      fun i => (h.empty i).symm.imp neg_le_neg neg_le_neg⟩
  obtain ⟨z, hz, hcz⟩ := exists_above hw h' (-c)
  have hx : -z ∈ Ioo a b := ⟨by linarith [hz.2], by linarith [hz.1]⟩
  have hrefl : greenFn w e (-z) = -greenFn w (fun i => -e i) z := by
    unfold greenFn
    rw [← Finset.sum_neg_distrib]
    refine Finset.sum_congr rfl fun i _ => ?_
    rw [← div_neg]
    congr 1
    ring
  have hcont : ContinuousOn (greenFn w e) (Ioo a b) := by
    change ContinuousOn (fun E => ∑ i, w i / (E - e i)) (Ioo a b)
    refine continuousOn_finsetSum _ fun i _ => ?_
    exact ContinuousOn.div continuousOn_const (continuousOn_id.sub continuousOn_const)
      fun x hx => left_ne_zero_of_mul (same_side h hx hx i).ne'
  obtain ⟨E, hE, hEc⟩ := isPreconnected_Ioo.intermediate_value hx hy hcont
    (show c ∈ Icc _ _ from ⟨by linarith, hcy.le⟩)
  exact ⟨E, ⟨hE, hEc⟩, fun y hy =>
    (greenFn_strictAntiOn hw h).injOn hy.1 hE (hy.2.trans hEc.symm)⟩
```

The statement `∃!` means that there is one and only one `E` that lies in the gap and satisfies the equation. In the proof, `h'` is the reflected gap and `hrefl` is \(G(-z)=-\tilde G(z)\). The intermediate value theorem is applied between `-z`, where \(G<c\), and `y`, where \(G>c\). Uniqueness is the injectivity of a strictly decreasing function.

## The bound on the distance

```lean
/-- Pinning rate: if the weights are positive and any two host levels differ by at most `D`, a
solution `E` of `U * greenFn w e E = 1` in the gap is at most `D² / (|U| ∑ w)` away from a zero `E₀`
of the Green function in that gap. -/
theorem pinning_rate (hw : ∀ i, 0 < w i) (h : IsGap e a b) {D U E E₀ : ℝ}
    (hD : ∀ k l, |e k - e l| ≤ D) (hE : E ∈ Ioo a b) (hE₀ : E₀ ∈ Ioo a b)
    (hU : U * greenFn w e E = 1) (h0 : greenFn w e E₀ = 0) :
    |E - E₀| * (|U| * ∑ i, w i) ≤ D ^ 2 := by
  obtain ⟨i, hi⟩ := h.left
  obtain ⟨j, hj⟩ := h.right
  have hb : ∀ z ∈ Ioo a b, ∀ k, |z - e k| ≤ D := fun z hz k =>
    abs_le.2 ⟨by linarith [(abs_le.1 (hD i k)).1, hz.1],
      by linarith [(abs_le.1 (hD j k)).2, hz.2]⟩
  have hD0 : 0 ≤ D := (abs_nonneg _).trans (hD i i)
  obtain ⟨S, hS⟩ : ∃ S, S = ∑ k, w k / ((E - e k) * (E₀ - e k)) := ⟨_, rfl⟩
  have hS0 : 0 ≤ S := by
    rw [hS]
    exact Finset.sum_nonneg fun k _ => (div_pos (hw k) (same_side h hE hE₀ k)).le
  -- S, the magnitude of the secant slope of the Green function, is at least (∑ w) / D²
  have hWS : ∑ k, w k ≤ D ^ 2 * S := by
    rw [hS, Finset.mul_sum]
    refine Finset.sum_le_sum fun k _ => ?_
    have hp : (E - e k) * (E₀ - e k) ≤ D ^ 2 := by
      calc (E - e k) * (E₀ - e k) ≤ |(E - e k) * (E₀ - e k)| := le_abs_self _
        _ = |E - e k| * |E₀ - e k| := abs_mul _ _
        _ ≤ D * D := mul_le_mul (hb E hE k) (hb E₀ hE₀ k) (abs_nonneg _) hD0
        _ = D ^ 2 := by ring
    rw [← mul_div_assoc, le_div_iff₀ (same_side h hE hE₀ k)]
    linarith [mul_le_mul_of_nonneg_left hp (hw k).le]
  have hr := resolvent_identity (w := w) h hE hE₀
  rw [h0, sub_zero, ← hS] at hr
  have hone : |U| * (|E - E₀| * S) = 1 := by
    have h1 : |U * ((E₀ - E) * S)| = 1 := by rw [← hr, hU, abs_one]
    rwa [abs_mul, abs_mul, abs_of_nonneg hS0, abs_sub_comm] at h1
  calc |E - E₀| * (|U| * ∑ i, w i) ≤ |E - E₀| * (|U| * (D ^ 2 * S)) := by gcongr
    _ = D ^ 2 * (|U| * (|E - E₀| * S)) := by ring
    _ = D ^ 2 := by rw [hone, mul_one]
```

The hypothesis `hD` bounds the spread of the host levels. `E` is any solution of the level equation in the gap, and `E₀` is any zero of \(G\) there. The sign of `U` is free, so the bound holds for repulsive and attractive defects.

In the proof, `hb` extends the bound `D` to energies in the gap, `hWS` is \(W\le D^2S\), and `hone` is \(|U|\,|E-E_0|\,S=1\). The closing `calc` puts the last two together.

## The limit of a strong defect

```lean
/-- Deep-level pinning: for positive weights, the level equation `U * greenFn w e E = 1` has exactly
one solution `E` in the gap for each `U ≠ 0`, and as `U → ∞` this solution tends to the unique zero
of the Green function in the gap. -/
theorem deep_level_pinning (hw : ∀ i, 0 < w i) (h : IsGap e a b) :
    (∀ U : ℝ, U ≠ 0 → ∃! E, E ∈ Ioo a b ∧ U * greenFn w e E = 1) ∧
    ∃ E₀ ∈ Ioo a b, greenFn w e E₀ = 0 ∧
      (∀ E ∈ Ioo a b, greenFn w e E = 0 → E = E₀) ∧
      ∀ level : ℝ → ℝ,
        (∀ U > 0, level U ∈ Ioo a b ∧ U * greenFn w e (level U) = 1) →
        Tendsto level atTop (𝓝 E₀) := by
  constructor
  · intro U hU
    obtain ⟨E, ⟨hE, hG⟩, hu⟩ := existsUnique_level hw h (1 / U)
    refine ⟨E, ⟨hE, by rw [hG, mul_one_div_cancel hU]⟩, fun y hy => hu y ⟨hy.1, ?_⟩⟩
    rw [eq_div_iff hU, mul_comm]
    exact hy.2
  · obtain ⟨E₀, ⟨hE₀, h0⟩, hu⟩ := existsUnique_level hw h 0
    refine ⟨E₀, hE₀, h0, fun E hE hG => hu E ⟨hE, hG⟩, fun level hl => ?_⟩
    obtain ⟨i, _⟩ := h.left
    have hW : 0 < ∑ k, w k := Finset.sum_pos (fun k _ => hw k) ⟨i, Finset.mem_univ i⟩
    obtain ⟨D, hD⟩ : ∃ D, ∀ k l, |e k - e l| ≤ D := by
      have hm : ∀ k, |e k| ≤ ∑ m, |e m| := fun k =>
        Finset.single_le_sum (f := fun m => |e m|) (fun m _ => abs_nonneg _)
          (Finset.mem_univ k)
      exact ⟨∑ m, |e m| + ∑ m, |e m|, fun k l => abs_le.2
        ⟨by linarith [neg_abs_le (e k), le_abs_self (e l), hm k, hm l],
          by linarith [le_abs_self (e k), neg_abs_le (e l), hm k, hm l]⟩⟩
    -- the pinning rate squeezes the distance to zero
    rw [tendsto_iff_norm_sub_tendsto_zero]
    have hlim : Tendsto (fun U : ℝ => D ^ 2 / (∑ k, w k) / U) atTop (𝓝 0) :=
      tendsto_const_nhds.div_atTop tendsto_id
    refine squeeze_zero' (Eventually.of_forall fun U => norm_nonneg _) ?_ hlim
    filter_upwards [eventually_gt_atTop (0 : ℝ)] with U hU
    have hr := pinning_rate hw h hD (hl U hU).1 hE₀ (hl U hU).2 h0
    rw [abs_of_pos hU] at hr
    rw [Real.norm_eq_abs, le_div_iff₀ hU, le_div_iff₀ hW]
    linarith

end

end DeepLevelPinning
```

The first part of the theorem gives one level in the gap for each nonzero `U`. With `U = 0` the product equation has no solution, which is why the condition is there. The second part gives a zero `E₀` in the gap, says that it is the only one, and describes the limit. There `level` is any function that picks a solution in the gap for each positive `U`; its values at other `U` are unrestricted. `Tendsto level atTop (𝓝 E₀)` is the statement \(E_U\to E_0\) as \(U\to+\infty\).

The proof uses `existsUnique_level` with the values `1 / U` and `0`. For the limit it takes \(D=2\sum_m|e_m|\), a crude bound that exists for any finite list of levels. `squeeze_zero'` then places \(|E_U-E_0|\) between zero and \(D^2/(WU)\).

The model keeps the host levels and weights fixed while \(U\) changes, so it has no self-consistent response, no charge corrections and no defect with several orbitals. The finite number of levels matters too. It makes \(G\) diverge at both gap edges, so that even a weak defect has a level in the gap. For a continuous band \(G\) can stay finite at the edge, and a weak defect may then bind no level.

```lean
#print axioms DeepLevelPinning.deep_level_pinning
-- 'DeepLevelPinning.deep_level_pinning' depends on axioms: [propext, Classical.choice, Quot.sound]
```
